# Geometric convergence of the Koopmans screening update for an affine Hamiltonian element and a target with smaller Lipschitz constant

An iteration for a screening coefficient can start close to the right answer and walk away from it. Suppose that, in some energy unit, the diagonal Hamiltonian element of an orbital is $a$ and the energy difference it should reproduce is $3-2a$, where $a$ is the screening coefficient. The two agree at $a=1$. Setting the next coefficient equal to the current target gives, from the start $1.1$, the sequence $0.8,\ 1.4,\ 0.2,\dots$, and the error doubles in every step. The target responds to the coefficient more strongly than the Hamiltonian element does.

If the response of the target is the weaker one, in the sense of a Lipschitz constant, this cannot happen. There is then exactly one solution, and the update approaches it geometrically from every start. For Koopmans-compliant functionals, which use such a coefficient to match an orbital energy to a total-energy difference, this gives a convergence test and an error bound within a model of one coefficient and an affine Hamiltonian element.

The development uses real numbers throughout, with energies expressed in a fixed unit.

```lean
import Mathlib

open Filter Topology

namespace KoopmansScreening

noncomputable section
```

## The orbital energy and its target

Let $L_0$ be the diagonal element of the uncorrected Hamiltonian for the chosen orbital, and let $s$ be the diagonal element of the full Koopmans correction. Scaling the correction by $a$ gives

$$h(a)=L_0+s\,a .$$

This form is exact when the orbital and the density that enter the two matrix elements are held fixed. In a self-consistent calculation $L_0$ and $s$ can themselves change with $a$, and the model leaves that out.

```lean
/-- The diagonal Hamiltonian element of an orbital, affine in the screening coefficient `a`. -/
def diagElement (L0 s a : ℝ) : ℝ := L0 + s * a
```

The target $D(a)$ is the difference of total energies for removing or adding an electron, with its sign chosen so that it can be compared with an orbital energy. It may depend on $a$, for instance through relaxed orbitals. The Koopmans condition asks for a coefficient at which

$$L_0+s\,a=D(a).$$

In Lean, `D : ℝ → ℝ` is an arbitrary function, and `KoopmansCondition L0 s D a` is the proposition that this equation holds at `a`. No electronic-structure calculation stands behind `D`; all that the convergence theorem will use is a bound on its variation.

```lean
/-- The Koopmans condition: the diagonal Hamiltonian element equals the target energy
difference at the same screening coefficient. -/
def KoopmansCondition (L0 s : ℝ) (D : ℝ → ℝ) (a : ℝ) : Prop :=
  diagElement L0 s a = D a
```

## The update as a secant step

With the target held at its current value $D(a)$, solving $L_0+s\,x=D(a)$ for $x$ gives the next coefficient:

$$u(a)=\frac{D(a)-L_0}{s},\qquad s\neq0 .$$

```lean
/-- The update of the screening coefficient, intended for nonzero slope `s`. -/
def update (L0 s : ℝ) (D : ℝ → ℝ) (a : ℝ) : ℝ := (D a - L0) / s
```

The same step can be reached from two values of the Hamiltonian element, without knowing $s$ in advance. The secant line of $h$ through distinct trial coefficients $b$ and $c$ is

$$\ell(x)=h(b)+\frac{h(c)-h(b)}{c-b}\,(x-b).$$

```lean
/-- The secant line of `h` through the trial points `b` and `c`, evaluated at `x`; it is intended
for `b ≠ c`. -/
def secantLine (h : ℝ → ℝ) (b c x : ℝ) : ℝ :=
  h b + (h c - h b) / (c - b) * (x - b)
```

For the affine element the quotient is $s(c-b)/(c-b)=s$, so that

$$\ell(x)=L_0+s\,b+s(x-b)=L_0+s\,x .$$

Hence $\ell(x)=D(a)$ exactly when $x=u(a)$, whichever pair $b\neq c$ was used. With $b=0$ and $c=a\neq0$, the update takes the form $a\,(D(a)-L_0)/(h(a)-L_0)$, which contains only the current coefficient and computed energies.

The secant here belongs to $h$ alone, while the target stays frozen at $D(a)$. The secant method applied to the mismatch $h-D$ would also use the change of $D$ between two points, and in general it takes a different step.

In the proof, `slope` evaluates the quotient, `eq_div_iff` clears the division by $s$, and `linarith` settles both directions of the equivalence.

```lean
/-- The secant line of the Hamiltonian element through any two distinct trial coefficients
reaches the current target `D a` exactly at the updated coefficient. -/
theorem secantLine_eq_target_iff {L0 s : ℝ} (D : ℝ → ℝ) (hs : s ≠ 0) {b c : ℝ}
    (hbc : b ≠ c) (a x : ℝ) :
    secantLine (diagElement L0 s) b c x = D a ↔ x = update L0 s D a := by
  have slope : (L0 + s * c - (L0 + s * b)) / (c - b) = s := by
    rw [div_eq_iff (sub_ne_zero.mpr hbc.symm)]
    ring
  unfold secantLine diagElement update
  rw [slope, eq_div_iff hs]
  constructor <;> intro h <;> linarith
```

## Fixed points and differences of updates

A coefficient that the update leaves unchanged satisfies $(D(a)-L_0)/s=a$. Multiplying by $s\neq0$ turns this into $D(a)-L_0=s\,a$, which is the Koopmans condition, and the argument runs backwards as well. Finding a solution is therefore the same as finding a fixed point of $u$. The Lean proof multiplies out with `div_eq_iff` and rearranges.

```lean
/-- A screening coefficient is left unchanged by the update exactly when it satisfies the
Koopmans condition. -/
theorem update_eq_self_iff {L0 s : ℝ} (D : ℝ → ℝ) (hs : s ≠ 0) (a : ℝ) :
    update L0 s D a = a ↔ KoopmansCondition L0 s D a := by
  unfold update KoopmansCondition diagElement
  rw [div_eq_iff hs]
  constructor <;> intro h <;> linarith
```

Next, compare the updates of two coefficients $a$ and $b$. The offset $L_0$ cancels:

$$s\,[u(a)-u(b)]=[D(a)-L_0]-[D(b)-L_0]=D(a)-D(b).$$

The update thus passes on a change of the target, divided by the slope of the Hamiltonian element. In Lean, `mul_div_cancel₀` removes the division from each term and `ring` cancels the offset.

```lean
/-- The difference of two updated coefficients, multiplied by the slope of the Hamiltonian
element, is the difference of the two target energies. -/
theorem slope_mul_update_sub (L0 : ℝ) {s : ℝ} (D : ℝ → ℝ) (hs : s ≠ 0) (a b : ℝ) :
    s * (update L0 s D a - update L0 s D b) = D a - D b := by
  unfold update
  rw [mul_sub, mul_div_cancel₀ _ hs, mul_div_cancel₀ _ hs]
  ring
```

## An error bound from the Koopmans mismatch

Now assume that there is a constant $K$ with

$$|D(a)-D(b)|\le K|a-b|\quad\text{for all real }a,b,\qquad K<|s| .$$

Physically, $K$ limits how strongly the total-energy difference responds to the screening coefficient, and $|s|$ is the corresponding response of the orbital energy. The inequality is a hypothesis, to be justified or estimated for the system at hand.

Let $a'$ satisfy the Koopmans condition, so that $L_0+s\,a'=D(a')$. For any trial coefficient $a$,

$$s(a-a')=h(a)-D(a')=[D(a)-D(a')]-[D(a)-h(a)].$$

The triangle inequality and the Lipschitz bound give

$$|s|\,|a-a'|\le K|a-a'|+|D(a)-h(a)|,$$

and, since $|s|-K>0$,

$$|a-a'|\le\frac{|D(a)-h(a)|}{|s|-K}.$$

The mismatch between orbital energy and target is available at every iteration, so this bound can serve as a stopping criterion once $K$ is known. With $|s|=2$, $K=0.5$ and a mismatch of $0.015$ in the same energy unit, the coefficient is within $0.01$ of the solution.

The local facts `split`, `bound` and `lip` are the identity, the triangle inequality and the Lipschitz estimate in this order, and `linarith` combines them.

```lean
/-- The distance of a trial coefficient from a solution is bounded by the violation of the
Koopmans condition at the trial coefficient, divided by `|s| - K`. -/
theorem error_le_residual {L0 s K : ℝ} {D : ℝ → ℝ} (hK : K < |s|)
    (hD : ∀ a b, |D a - D b| ≤ K * |a - b|) {a' : ℝ}
    (ha' : KoopmansCondition L0 s D a') (a : ℝ) :
    |a - a'| ≤ |D a - diagElement L0 s a| / (|s| - K) := by
  unfold KoopmansCondition diagElement at ha'
  unfold diagElement
  rw [le_div_iff₀ (sub_pos.mpr hK)]
  -- split the change of the Hamiltonian element into target change and residual
  have split : s * (a - a') = (D a - D a') - (D a - (L0 + s * a)) := by
    linear_combination -ha'
  have bound : |s| * |a - a'| ≤ |D a - D a'| + |D a - (L0 + s * a)| := by
    rw [← abs_mul, split]
    exact abs_sub _ _
  have lip := hD a a'
  linarith
```

## Convergence from every start

Write $q=K/|s|$. The Lipschitz bound at the points $1$ and $0$ reads $0\le|D(1)-D(0)|\le K$, so $K$ is nonnegative. Then $|s|>K\ge0$, which makes $s$ nonzero without a separate assumption and places $q$ in the interval $0\le q<1$. Taking absolute values in the difference formula gives

$$|u(a)-u(b)|=\frac{|D(a)-D(b)|}{|s|}\le q\,|a-b| .$$

The update is a contraction of the real line. Because the real line is complete, the contraction principle supplies a fixed point $a'$, and this point satisfies the Koopmans condition.

Let $a_0$ be any starting coefficient and $a_{n+1}=u(a_n)$. At $n=0$ the bound

$$|a_n-a'|\le q^n|a_0-a'|$$

is an equality. If it holds at $n$, then

$$|a_{n+1}-a'|=|u(a_n)-u(a')|\le q\,|a_n-a'|\le q^{n+1}|a_0-a'| .$$

Since $q^n\to0$, the coefficients converge to $a'$. If $b$ is another solution, its mismatch is zero, and the mismatch bound of the previous section forces $b=a'$.

The theorem `update_converges` states all of this for a single `a'`: it satisfies the condition, every other solution equals it, the ratio `K / |s|` is below one, the geometric bound holds for every start and every step number, and the iterates tend to `a'`. The expression `(update L0 s D)^[n] a₀` is the $n$-fold application of the update, our $a_n$.

In the proof, `key` is the contraction estimate and `hc` packages it for Mathlib's `ContractingWith`, whose fixed point becomes `a'`. The induction is `geo`. The last two blocks prove uniqueness through `error_le_residual` and the limit through `squeeze_zero`, which traps the distance between zero and the geometric bound.

```lean
/-- If the target energy difference has Lipschitz constant `K` below `|s|`, exactly one
screening coefficient satisfies the Koopmans condition, and the iterated update converges to
it from any start, with error at most `(K / |s|) ^ n` times the initial error. -/
theorem update_converges {L0 s K : ℝ} {D : ℝ → ℝ} (hK : K < |s|)
    (hD : ∀ a b, |D a - D b| ≤ K * |a - b|) :
    ∃ a', KoopmansCondition L0 s D a' ∧
      (∀ b, KoopmansCondition L0 s D b → b = a') ∧
      K / |s| < 1 ∧
      (∀ a₀ n, |(update L0 s D)^[n] a₀ - a'| ≤ (K / |s|) ^ n * |a₀ - a'|) ∧
      (∀ a₀, Tendsto (fun n => (update L0 s D)^[n] a₀) atTop (𝓝 a')) := by
  have K0 : 0 ≤ K := by
    have h := (abs_nonneg _).trans (hD 1 0)
    rwa [sub_zero, abs_one, mul_one] at h
  have spos : 0 < |s| := lt_of_le_of_lt K0 hK
  have hs : s ≠ 0 := abs_pos.mp spos
  have q0 : 0 ≤ K / |s| := div_nonneg K0 spos.le
  have q1 : K / |s| < 1 := (div_lt_one spos).mpr hK
  -- the update is a contraction
  have key : ∀ a b, |update L0 s D a - update L0 s D b| ≤ K / |s| * |a - b| := by
    intro a b
    rw [div_mul_eq_mul_div, le_div_iff₀ spos]
    calc |update L0 s D a - update L0 s D b| * |s| = |D a - D b| := by
          rw [← slope_mul_update_sub L0 D hs a b, abs_mul, mul_comm]
      _ ≤ K * |a - b| := hD a b
  have hc : ContractingWith ⟨K / |s|, q0⟩ (update L0 s D) :=
    ⟨NNReal.coe_lt_coe.mp (by rw [NNReal.coe_one]; exact q1),
      LipschitzWith.of_dist_le_mul fun a b => by
        rw [Real.dist_eq, Real.dist_eq]
        exact key a b⟩
  obtain ⟨a', fix⟩ : ∃ a', update L0 s D a' = a' := ⟨_, hc.fixedPoint_isFixedPt⟩
  have sol : KoopmansCondition L0 s D a' := (update_eq_self_iff D hs a').mp fix
  -- the error shrinks by the factor K / |s| in every step
  have geo : ∀ a₀ n, |(update L0 s D)^[n] a₀ - a'| ≤ (K / |s|) ^ n * |a₀ - a'| := by
    intro a₀ n
    induction n with
    | zero => simp
    | succ n ih =>
      rw [Function.iterate_succ_apply']
      have step := key ((update L0 s D)^[n] a₀) a'
      rw [fix] at step
      calc _ ≤ K / |s| * |(update L0 s D)^[n] a₀ - a'| := step
        _ ≤ K / |s| * ((K / |s|) ^ n * |a₀ - a'|) := mul_le_mul_of_nonneg_left ih q0
        _ = (K / |s|) ^ (n + 1) * |a₀ - a'| := by ring
  refine ⟨a', sol, ?_, q1, geo, ?_⟩
  · intro b hb
    have h := error_le_residual hK hD sol b
    unfold KoopmansCondition at hb
    rw [hb, sub_self, abs_zero, zero_div] at h
    exact sub_eq_zero.mp (abs_eq_zero.mp (le_antisymm h (abs_nonneg _)))
  · intro a₀
    have lim := (tendsto_pow_atTop_nhds_zero_of_lt_one q0 q1).mul_const |a₀ - a'|
    rw [zero_mul] at lim
    rw [tendsto_iff_dist_tendsto_zero]
    exact squeeze_zero (fun _ => dist_nonneg)
      (fun n => by rw [Real.dist_eq]; exact geo a₀ n) lim
```

The limiting case $K=0$ is a target that does not depend on the coefficient at all. Then $q=0$, and the first update already lands on the solution $(D-L_0)/s$. At $q=1/4$, five updates reduce the error by a factor of at least $1000$, since $4^5=1024$.

The Lipschitz bound is required on the whole real line, because nothing confines the iterates to a physical range such as $0\le a\le1$. For the same reason the solution itself may lie outside that range. Several orbitals whose targets depend on each other's coefficients are not covered; a contraction estimate in more than one dimension would extend the argument to them.

## Affine targets and the exact error factor

For a target $D(a)=d+k\,a$ with real constants $d$ and $k$, the error can be followed exactly. If $a'$ is a solution and $s\neq0$, then $u(a')=a'$ and

$$u(x)-a'=\frac{d+k\,x-L_0}{s}-\frac{d+k\,a'-L_0}{s}=\frac{k}{s}\,(x-a').$$

Repeating this $n$ times gives

$$a_n-a'=\left(\frac{k}{s}\right)^{n}(a_0-a').$$

The smallest Lipschitz constant of this target is $|k|$, so for $|k|<|s|$ the geometric bound with $K=|k|$ is attained at every step. A negative ratio $k/s$ makes the coefficient alternate between the two sides of the solution.

The Lean proof is an induction on `n`. After `generalize` has replaced the current iterate by `x`, the remaining goal is the one-step identity above, and it follows from the fixed-point equation `fix`.

```lean
/-- For a target energy difference affine in the screening coefficient with slope `k`, the
error after `n` updates is exactly `(k / s) ^ n` times the initial error. -/
theorem affine_target_error {L0 s d k a' : ℝ} (hs : s ≠ 0)
    (ha' : KoopmansCondition L0 s (fun a => d + k * a) a') (a₀ : ℝ) (n : ℕ) :
    (update L0 s (fun a => d + k * a))^[n] a₀ - a' = (k / s) ^ n * (a₀ - a') := by
  have fix := (update_eq_self_iff _ hs a').mpr ha'
  induction n with
  | zero => simp
  | succ n ih =>
    rw [Function.iterate_succ_apply', pow_succ', mul_assoc, ← ih]
    generalize (update L0 s (fun a => d + k * a))^[n] a₀ = x
    unfold update at fix ⊢
    linear_combination fix
```

If $|k|\ge|s|$, every power of $|k/s|$ is at least one, and therefore

$$|a_n-a'|\ge|a_0-a'| .$$

The opening example has $k/s=-2$, which explains the doubling. At $k=-s$ the iteration jumps between $a_0$ and its mirror image $2a'-a_0$. At $k=s$ a solution exists only if $d=L_0$; then every coefficient is a solution and the update changes nothing. In Lean, `ratio` records that $|k|/|s|$ is at least one, and `one_le_pow₀` carries this over to its powers.

```lean
/-- For an affine target whose slope is at least as large in magnitude as that of the
Hamiltonian element, the error never falls below its initial size. -/
theorem affine_target_no_gain {L0 s d k a' : ℝ} (hs : s ≠ 0) (hk : |s| ≤ |k|)
    (ha' : KoopmansCondition L0 s (fun a => d + k * a) a') (a₀ : ℝ) (n : ℕ) :
    |a₀ - a'| ≤ |(update L0 s (fun a => d + k * a))^[n] a₀ - a'| := by
  rw [affine_target_error hs ha', abs_mul, abs_pow, abs_div]
  have ratio : 1 ≤ |k| / |s| := (one_le_div (abs_pos.mpr hs)).mpr hk
  exact le_mul_of_one_le_left (abs_nonneg _) (one_le_pow₀ ratio)
```

## A parallel target with no solution

One example that shows why the inequality $K<|s|$ is strict is a target parallel to the Hamiltonian element, shifted by an energy $c\neq0$:

$$D(x)=L_0+c+s\,x .$$

Its smallest Lipschitz constant is exactly $|s|$. The Koopmans condition at a coefficient $a$ would read $L_0+s\,a=L_0+c+s\,a$, hence $c=0$, a contradiction. With $K=|s|$ allowed, even the existence of a solution is lost. For $s\neq0$ the update becomes $u(a)=a+c/s$, so the coefficient drifts by the same amount in every step while the mismatch stays at $c$.

The Lean proof assumes the condition, unfolds it and obtains $c=0$ by `linarith`.

```lean
/-- If the target runs parallel to the Hamiltonian element at a nonzero offset `c`, no
screening coefficient satisfies the Koopmans condition. -/
theorem parallel_target_no_solution (L0 s : ℝ) {c : ℝ} (hc : c ≠ 0) (a : ℝ) :
    ¬ KoopmansCondition L0 s (fun x => L0 + c + s * x) a := by
  intro h
  unfold KoopmansCondition diagElement at h
  exact hc (by linarith)

end

end KoopmansScreening
```

```lean
#print axioms KoopmansScreening.secantLine_eq_target_iff
#print axioms KoopmansScreening.update_converges
#print axioms KoopmansScreening.affine_target_no_gain
#print axioms KoopmansScreening.parallel_target_no_solution
```

```
'KoopmansScreening.secantLine_eq_target_iff' depends on axioms: [propext, Classical.choice, Quot.sound]
'KoopmansScreening.update_converges' depends on axioms: [propext, Classical.choice, Quot.sound]
'KoopmansScreening.affine_target_no_gain' depends on axioms: [propext, Classical.choice, Quot.sound]
'KoopmansScreening.parallel_target_no_solution' depends on axioms: [propext, Classical.choice, Quot.sound]
```
